# Weight of a perturbed ground state outside a gapped model state: at most (perturbation width / gap)²

## Operators, energies and ground states

Let $V$ be a complex inner-product space, with $\langle x,y\rangle$ conjugate-linear in $x$. Operators are linear maps defined on all of $V$. No dimension is fixed; the intended application is a finite-dimensional many-body space.

In Lean 4 with Mathlib:

```lean
import Mathlib

namespace ModelStateOverlap

noncomputable section

variable {V : Type*} [NormedAddCommGroup V] [InnerProductSpace ℂ V]
```

The energy of $H$ in $x$ is $E_H(x)=\mathrm{Re}\,\langle x,Hx\rangle$. For unit $x$ and Hermitian $H$ this is the usual expectation value.

```lean
/-- The real part of `⟨x, H x⟩`. For Hermitian `H` and unit `x` this is the expectation value. -/
def energy (H : V →ₗ[ℂ] V) (x : V) : ℝ := (inner ℂ x (H x)).re
```

The perturbation $W$ is confined to a window $[a,b]$ by requiring $a\|x\|^2\le E_W(x)\le b\|x\|^2$ for all $x$. In finite dimension, a Hermitian $W$ with eigenvalues $\lambda_i\in[a,b]$ meets this condition, since $E_W(x)=\sum_i\lambda_i|x_i|^2$ in an orthonormal eigenbasis.

```lean
/-- The real part of `⟨x, W x⟩` lies between `a ‖x‖²` and `b ‖x‖²` for every `x`. For Hermitian `W`
this is the operator inequality `a ≤ W ≤ b`. -/
def IsBetween (W : V →ₗ[ℂ] V) (a b : ℝ) : Prop :=
  ∀ x, a * ‖x‖ ^ 2 ≤ energy W x ∧ energy W x ≤ b * ‖x‖ ^ 2
```

A ground state is a unit vector that minimises the energy over all unit vectors. By the same expansion, for a Hermitian operator in finite dimension these are the unit eigenvectors of the lowest eigenvalue. Degeneracy is allowed.

```lean
/-- A unit vector whose energy is the lowest among all unit vectors. -/
def IsGroundState (H : V →ₗ[ℂ] V) (u : V) : Prop :=
  ‖u‖ = 1 ∧ ∀ x, ‖x‖ = 1 → energy H u ≤ energy H x
```

The model Hamiltonian $H_0$ is Hermitian (`IsSymmetric`), annihilates the unit model state $v$, and satisfies $E_{H_0}(y)\ge g\|y\|^2$ whenever $\langle v,y\rangle=0$. The number $g$ stands for the excitation gap of the model. It is assumed here and not derived from any interaction. Zero model energy is a choice of origin: if $H_0v=E_0v$ with $E_0\ne0$, replace $H_0$ by $H_0-E_0$, which leaves the ground states of $H_0+W$ unchanged.

```lean
/-- A Hermitian model Hamiltonian `H₀` that annihilates the unit model state `v` and satisfies
`H₀ ≥ g` on the orthogonal complement of `v`. -/
structure IsGappedModel (H₀ : V →ₗ[ℂ] V) (v : V) (g : ℝ) : Prop where
  symm : H₀.IsSymmetric
  unit : ‖v‖ = 1
  zero_mode : H₀ v = 0
  gap : ∀ y, inner ℂ v y = 0 → g * ‖y‖ ^ 2 ≤ energy H₀ y
```

In the fractional quantum Hall effect, $v$ can be a Laughlin state and $H_0$ the short-range interaction that annihilates it, with $W$ the rest of the Hamiltonian. The result then applies to a finite system whose model has a single zero-energy state, and it limits the overlap error only when $b-a<g$. This is a strong demand, because the width of a many-body $W$ can easily exceed the gap. A degenerate zero-energy space, as on the torus, violates the gap condition for every $g>0$, unless one works in a symmetry sector that $H_0$ and $W$ preserve and that contains only one such state. The bound then concerns the lowest state of that sector, which need not be the ground state of the full system.

The projector $|v\rangle\langle v|$ is needed for the saturating example at the end.

```lean
/-- The operator `|v⟩⟨v|`. -/
def ketBra (v : V) : V →ₗ[ℂ] V where
  toFun x := inner ℂ v x • v
  map_add' x y := by rw [inner_add_right, add_smul]
  map_smul' c x := by rw [inner_smul_right, mul_smul, RingHom.id_apply]
```

## Energy of a superposition

Two identities carry the algebra. The first is $\mathrm{Re}\,\langle x,x\rangle=\|x\|^2$.

```lean
/-- The real part of the inner product of a vector with itself is its squared norm. -/
theorem re_inner_self (x : V) : (inner ℂ x x).re = ‖x‖ ^ 2 :=
  inner_self_eq_norm_sq (𝕜 := ℂ) x
```

The second expands the energy for real $t$. Hermiticity makes the two cross terms equal in real part, so
$$E_W(x+ty)=E_W(x)+2t\,\mathrm{Re}\,\langle x,Wy\rangle+t^2E_W(y).$$

```lean
/-- Expansion of `energy W (x + t y)` for Hermitian `W` and real `t`; the vectors need not be
normalised. -/
theorem energy_add_smul {W : V →ₗ[ℂ] V} (hW : W.IsSymmetric) (x y : V) (t : ℝ) :
    energy W (x + (t : ℂ) • y) =
      energy W x + 2 * t * (inner ℂ x (W y)).re + t ^ 2 * energy W y := by
  have hs : (inner ℂ y (W x)).re = (inner ℂ x (W y)).re := by
    rw [← hW y x, ← inner_conj_symm (W y) x, Complex.conj_re]
  simp only [energy, map_add, map_smul, inner_add_left, inner_add_right, inner_smul_left,
    inner_smul_right, Complex.conj_ofReal, Complex.add_re, Complex.re_ofReal_mul]
  rw [hs]
  ring
```

## The energy cost of leaving the model state

Let $u$ be a unit vector, $c=\langle v,u\rangle$ and $y=u-cv$. Then $\langle v,y\rangle=0$ and $\|y\|^2=1-|c|^2$. Since $H_0v=0$,
$$\langle y,H_0y\rangle=\langle u,H_0u\rangle-\bar c\,\langle H_0v,u\rangle=\langle u,H_0u\rangle .$$
The gap condition applied to $y$ gives $g(1-|c|^2)\le E_{H_0}(u)$. In the code, `hy`, `hn` and `he` are these three facts about $y$.

```lean
/-- For a gapped model, a unit vector `u` has model energy at least the gap times its
weight outside the model state. -/
theorem gap_cost {H₀ : V →ₗ[ℂ] V} {v u : V} {g : ℝ} (h : IsGappedModel H₀ v g)
    (hu : ‖u‖ = 1) : g * (1 - ‖inner ℂ v u‖ ^ 2) ≤ energy H₀ u := by
  have hvv : inner ℂ v v = (1 : ℂ) := by
    rw [inner_self_eq_norm_sq_to_K, h.unit]; simp
  -- remove the component of `u` along the model state
  have hy : inner ℂ v (u - inner ℂ v u • v) = 0 := by
    rw [inner_sub_right, inner_smul_right, hvv, mul_one, sub_self]
  have hyv : inner ℂ (u - inner ℂ v u • v) v = 0 := by
    rw [← inner_conj_symm, hy, map_zero]
  have hn : ‖u - inner ℂ v u • v‖ ^ 2 = 1 - ‖inner ℂ v u‖ ^ 2 := by
    rw [← re_inner_self, inner_sub_right, inner_smul_right, hyv, mul_zero, sub_zero,
      inner_sub_left, inner_smul_left, Complex.conj_mul', Complex.sub_re, re_inner_self, hu,
      ← Complex.ofReal_pow, Complex.ofReal_re, one_pow]
  have he : energy H₀ (u - inner ℂ v u • v) = energy H₀ u := by
    unfold energy
    rw [map_sub, map_smul, h.zero_mode, smul_zero, sub_zero, inner_sub_left,
      inner_smul_left, ← h.symm v u, h.zero_mode, inner_zero_left, mul_zero, sub_zero]
  have := h.gap _ hy
  rwa [hn, he] at this
```

## How much the perturbation can gain

Suppose $\mathrm{Re}\,\langle x,y\rangle=0$, so that $\|x\pm ty\|^2=\|x\|^2+t^2\|y\|^2$. Write $R=\mathrm{Re}\,\langle x,Wy\rangle$. Bounding $E_W(x+ty)$ above by $b$ and $E_W(x-ty)$ below by $a$, then subtracting, gives
$$4tR\le(b-a)\left(\|x\|^2+t^2\|y\|^2\right)\quad\text{for every real }t.$$
A real quadratic that is never negative has discriminant at most zero, hence $16R^2\le4(b-a)^2\|x\|^2\|y\|^2$. Dividing by 4 gives the lemma. The quadratic is `key`, and `discrim_le_zero` supplies the discriminant step.

```lean
/-- If `Re ⟨x, y⟩ = 0` and `W` is Hermitian with `a ≤ W ≤ b`, then `2 |Re ⟨x, W y⟩|` is at
most `b - a` times the norms of `x` and `y` (stated in squared form). -/
theorem off_diagonal_bound {W : V →ₗ[ℂ] V} (hW : W.IsSymmetric) {a b : ℝ}
    (hs : IsBetween W a b) {x y : V} (hxy : (inner ℂ x y).re = 0) :
    (2 * (inner ℂ x (W y)).re) ^ 2 ≤ (b - a) ^ 2 * (‖x‖ ^ 2 * ‖y‖ ^ 2) := by
  have hn : ∀ t : ℝ, ‖x + (t : ℂ) • y‖ ^ 2 = ‖x‖ ^ 2 + t ^ 2 * ‖y‖ ^ 2 := by
    intro t
    have h := energy_add_smul (W := LinearMap.id) (fun _ _ => rfl) x y t
    simp only [energy, LinearMap.id_apply, re_inner_self, hxy] at h
    linarith
  -- compare `x + t y` with `x - t y` for every real `t`
  have key : ∀ t : ℝ, 0 ≤ ((b - a) * ‖y‖ ^ 2) * (t * t)
      + (-(4 * (inner ℂ x (W y)).re)) * t + (b - a) * ‖x‖ ^ 2 := by
    intro t
    have h1 := (hs (x + (t : ℂ) • y)).2
    have h2 := (hs (x + ((-t : ℝ) : ℂ) • y)).1
    rw [hn, energy_add_smul hW] at h1 h2
    nlinarith [h1, h2]
  have hd := discrim_le_zero key
  unfold discrim at hd
  nlinarith [hd]
```

Now compare the energies of $W$ in two unit vectors $v$ and $u$. Choose a phase $\omega$ such that $p=\omega u$ has $\langle v,p\rangle=|c|$; this leaves $E_W$ unchanged. Put $x=v-p$ and $y=v+p$. Then

- $\mathrm{Re}\,\langle x,y\rangle=1-1=0$,
- $\mathrm{Re}\,\langle x,Wy\rangle=E_W(v)-E_W(p)$,
- $\|x\|^2\|y\|^2=(2-2|c|)(2+2|c|)=4(1-|c|^2)$.

The previous bound becomes
$$\left(E_W(v)-E_W(u)\right)^2\le(b-a)^2(1-|c|^2).$$
The first two items are `ho` and `hd`; `hm` and `ha` give the norms.

```lean
/-- For Hermitian `W` with `a ≤ W ≤ b`, the expectation values in two unit vectors differ by at
most `b - a` times the square root of one minus their squared overlap (in squared form). -/
theorem energy_difference_bound {W : V →ₗ[ℂ] V} (hW : W.IsSymmetric) {a b : ℝ}
    (hs : IsBetween W a b) {v u : V} (hv : ‖v‖ = 1) (hu : ‖u‖ = 1) :
    (energy W v - energy W u) ^ 2 ≤ (b - a) ^ 2 * (1 - ‖inner ℂ v u‖ ^ 2) := by
  -- choose the phase of `u` that makes the overlap real and nonnegative
  obtain ⟨ω, hω, hc⟩ := RCLike.exists_norm_eq_mul_self (inner ℂ v u)
  have hre : (inner ℂ v (ω • u)).re = ‖inner ℂ v u‖ := by
    rw [inner_smul_right, ← hc]
    exact Complex.ofReal_re _
  have hp : ‖ω • u‖ = 1 := by rw [norm_smul, hω, hu, one_mul]
  have hE : energy W (ω • u) = energy W u := by
    unfold energy
    rw [map_smul, inner_smul_left, inner_smul_right, ← mul_assoc, Complex.conj_mul', hω]
    simp
  rw [← hE]
  generalize ω • u = p at hre hp
  have h1 : (inner ℂ p v).re = (inner ℂ v p).re := by
    rw [← inner_conj_symm p v, Complex.conj_re]
  have h2 : (inner ℂ p (W v)).re = (inner ℂ v (W p)).re := by
    rw [← hW p v, ← inner_conj_symm (W p) v, Complex.conj_re]
  have ho : (inner ℂ (v - p) (v + p)).re = 0 := by
    simp only [inner_sub_left, inner_add_right, Complex.sub_re, Complex.add_re,
      re_inner_self, hv, hp]
    linarith
  have hd : (inner ℂ (v - p) (W (v + p))).re = energy W v - energy W p := by
    simp only [energy, map_add, inner_sub_left, inner_add_right, Complex.sub_re,
      Complex.add_re]
    linarith
  have hm : ‖v - p‖ ^ 2 = ‖v‖ ^ 2 - 2 * (inner ℂ v p).re + ‖p‖ ^ 2 :=
    norm_sub_sq (𝕜 := ℂ) v p
  have ha : ‖v + p‖ ^ 2 = ‖v‖ ^ 2 + 2 * (inner ℂ v p).re + ‖p‖ ^ 2 :=
    norm_add_sq (𝕜 := ℂ) v p
  have h := off_diagonal_bound hW hs ho
  rw [hd, hm, ha, hv, hp, hre] at h
  nlinarith [h]
```

## The quadratic overlap bound

Let $u$ be a ground state of $H_0+W$ and $s=1-|c|^2$. With $v$ as trial state,
$$E_{H_0}(u)+E_W(u)\le E_{H_0}(v)+E_W(v)=E_W(v).$$
The gap cost turns this into $gs\le E_W(v)-E_W(u)$. If $s\le0$, the claim is immediate. If $s>0$, squaring and using the energy-difference bound gives $g^2s^2\le(b-a)^2s$, and division by $g^2s$ yields
$$1-|\langle v,u\rangle|^2\le\left(\frac{b-a}{g}\right)^2 .$$
The variational inequality is `hvar`, and `rcases` separates the two signs of $s$.

```lean
/-- For a model with gap `g > 0` and a Hermitian perturbation `a ≤ W ≤ b`, every ground state
of `H₀ + W` has weight at most `((b - a) / g)²` outside the model state. -/
theorem overlap_error_le_sq {H₀ W : V →ₗ[ℂ] V} {v u : V} {g a b : ℝ} (hg : 0 < g)
    (h : IsGappedModel H₀ v g) (hW : W.IsSymmetric) (hs : IsBetween W a b)
    (hu : IsGroundState (H₀ + W) u) :
    1 - ‖inner ℂ v u‖ ^ 2 ≤ ((b - a) / g) ^ 2 := by
  have hadd : ∀ x, energy (H₀ + W) x = energy H₀ x + energy W x := fun x => by
    simp only [energy, LinearMap.add_apply, inner_add_right, Complex.add_re]
  have hv0 : energy H₀ v = 0 := by simp [energy, h.zero_mode]
  -- the model state is a trial state for the perturbed Hamiltonian
  have hvar := hu.2 v h.unit
  have hu' := hadd u
  have hv' := hadd v
  have hgap := gap_cost h hu.1
  have hdiff := energy_difference_bound hW hs h.unit hu.1
  set s := 1 - ‖inner ℂ v u‖ ^ 2
  rcases le_or_gt s 0 with h0 | h0
  · exact h0.trans (sq_nonneg _)
  · have h1 : g * s ≤ energy W v - energy W u := by linarith
    have h2 := pow_le_pow_left₀ (mul_pos hg h0).le h1 2
    have h3 : (s * g ^ 2) * s ≤ (b - a) ^ 2 * s := by nlinarith [h2, hdiff]
    rw [div_pow, le_div_iff₀ (pow_pos hg 2)]
    exact le_of_mul_le_mul_right h3 h0
```

## The linear bound

Let $q=(b-a)/g$. The window condition at $v$ gives $a\le b$, so $q\ge0$. If $q\le1$, then $s\le q^2\le q$. If $q\ge1$, then $s\le1\le q$. The linear bound therefore holds in both cases, though it is weaker than the quadratic one when $0<q<1$.

```lean
/-- For a model with gap `g > 0` and a Hermitian perturbation `a ≤ W ≤ b`, every ground state of
`H₀ + W` has weight at most `(b - a) / g` outside the model state. -/
theorem overlap_error_le {H₀ W : V →ₗ[ℂ] V} {v u : V} {g a b : ℝ} (hg : 0 < g)
    (h : IsGappedModel H₀ v g) (hW : W.IsSymmetric) (hs : IsBetween W a b)
    (hu : IsGroundState (H₀ + W) u) : 1 - ‖inner ℂ v u‖ ^ 2 ≤ (b - a) / g := by
  have h1 := hs v
  rw [h.unit] at h1
  have h3 : 0 ≤ (b - a) / g := div_nonneg (by linarith [h1.1, h1.2]) hg.le
  have h4 := overlap_error_le_sq hg h hW hs hu
  rcases le_total ((b - a) / g) 1 with h5 | h5
  · nlinarith
  · nlinarith [sq_nonneg ‖inner ℂ v u‖]
```

## Two-level examples

Take $V=\mathbb C^2$, $v=(1,0)$ and
$$H_0=\begin{pmatrix}0&0\\0&8\end{pmatrix},\qquad W=\begin{pmatrix}0&3\\3&0\end{pmatrix}.$$
Here $g=8$ and $W$ has eigenvalues $\pm3$, so $b-a=6$. The sum has eigenvalues $-1$ and $9$, with normalised ground state $u=(3,-1)/\sqrt{10}$. Its weight outside $v$ is $1/10$, compared with the quadratic bound $9/16$ and the linear bound $3/4$.

The gap condition must hold with the same $g$ that enters the bound; strict positivity of $H_0$ on the complement of $v$ is not enough. Let $H_0=\mathrm{diag}(0,1)$ and $W=\mathrm{diag}(2,0)$. The sum is $\mathrm{diag}(2,1)$, whose ground state $(0,1)$ has weight 1 outside $v$. Inserting $g=4$, which this model does not satisfy, would give the false bounds $1/4$ and $1/2$.

## Equality when the width equals the gap

Let $v$ and $u$ be orthogonal unit vectors, which requires dimension at least two. Take $H_0=g(1-|v\rangle\langle v|)$ and $W=g|v\rangle\langle v|$. On the complement of $v$, $H_0$ acts as $g$. Also $E_W(x)=g|\langle v,x\rangle|^2$ lies between $0$ and $g\|x\|^2$ by Cauchy–Schwarz. The sum is $g$ times the identity, so every unit vector is a ground state, including $u$. Its weight outside $v$ is $1=((g-0)/g)^2$.

The equality concerns the ratio $(b-a)/g=1$ and says nothing about smaller ratios. The theorem verifies each hypothesis for this pair of operators, then the equality.

```lean
/-- For orthogonal unit vectors `v`, `u` and `g > 0`, the model `g (1 - |v⟩⟨v|)` perturbed by
`g |v⟩⟨v|` has `u` as a ground state, and the quadratic bound is an equality. -/
theorem overlap_error_sharp_witness {v u : V} {g : ℝ} (hg : 0 < g) (hv : ‖v‖ = 1)
    (hu : ‖u‖ = 1) (hvu : inner ℂ v u = 0) :
    IsGappedModel ((g : ℂ) • (LinearMap.id - ketBra v)) v g ∧
    ((g : ℂ) • ketBra v).IsSymmetric ∧ IsBetween ((g : ℂ) • ketBra v) 0 g ∧
    IsGroundState ((g : ℂ) • (LinearMap.id - ketBra v) + (g : ℂ) • ketBra v) u ∧
    1 - ‖inner ℂ v u‖ ^ 2 = ((g - 0) / g) ^ 2 := by
  have hvv : inner ℂ v v = (1 : ℂ) := by
    rw [inner_self_eq_norm_sq_to_K, hv]; simp
  have hk : ∀ x, ketBra v x = inner ℂ v x • v := fun _ => rfl
  refine ⟨⟨fun x y => ?_, hv, ?_, fun y hy => ?_⟩, fun x y => ?_, fun x => ?_, ?_, ?_⟩
  · simp only [LinearMap.smul_apply, LinearMap.sub_apply, LinearMap.id_apply, hk,
      inner_smul_left, inner_smul_right, inner_sub_left, inner_sub_right,
      Complex.conj_ofReal, inner_conj_symm]
    ring
  · rw [LinearMap.smul_apply, LinearMap.sub_apply, LinearMap.id_apply, hk, hvv, one_smul,
      sub_self, smul_zero]
  · refine le_of_eq ?_
    simp only [energy, LinearMap.smul_apply, LinearMap.sub_apply, LinearMap.id_apply, hk, hy,
      zero_smul, sub_zero, inner_smul_right, Complex.re_ofReal_mul, re_inner_self]
  · simp only [LinearMap.smul_apply, hk, inner_smul_left, inner_smul_right,
      Complex.conj_ofReal, inner_conj_symm]
    ring
  · have he : energy ((g : ℂ) • ketBra v) x = g * ‖inner ℂ v x‖ ^ 2 := by
      simp only [energy, LinearMap.smul_apply, hk, inner_smul_right, Complex.re_ofReal_mul]
      rw [← inner_conj_symm x v, mul_comm (inner ℂ v x), Complex.conj_mul',
        ← Complex.ofReal_pow, Complex.ofReal_re]
    have hc := norm_inner_le_norm (𝕜 := ℂ) v x
    rw [hv, one_mul] at hc
    rw [he, zero_mul]
    exact ⟨by positivity, by gcongr⟩
  · -- the perturbed Hamiltonian is `g` times the identity
    rw [← smul_add, sub_add_cancel]
    refine ⟨hu, fun x hx => le_of_eq ?_⟩
    simp only [energy, LinearMap.smul_apply, LinearMap.id_apply, inner_smul_right,
      Complex.re_ofReal_mul, re_inner_self, hu, hx]
  · rw [hvu, sub_zero, div_self hg.ne']
    simp

end

end ModelStateOverlap
```

```lean
#print axioms ModelStateOverlap.overlap_error_le
```

```
'ModelStateOverlap.overlap_error_le' depends on axioms: [propext, Classical.choice, Quot.sound]
```
